# In thermal equilibrium at finite positive temperature, a Hermitian observable's line present at a positive frequency is strictly weaker at the opposite frequency

For a quantum system with a finite-dimensional Hamiltonian `H` and a Hermitian observable `A`, the line strength S(w) sums p_k |A_mk|² over all pairs of energy eigenstates with E_m − E_k = w, where p_k is the normalised Boltzmann population and ħ = 1. The theorem `lineStrength_neg_lt` states that if the inverse temperature β and the frequency w are positive and S(w) > 0, then S(−w) < S(w). The attempt first shows that exp(−βw) < 1. It then rewrites S(−w) as exp(−βw) S(w) by detailed balance, and concludes from the positivity of S(w).

The first attempt, which Lean rejects:

```lean
import Mathlib

open Matrix

namespace LineStrengthNegLt

noncomputable section

variable {ι : Type*} [Fintype ι] [DecidableEq ι] {H A : Matrix ι ι ℂ}

/-- The matrix element `A_mk` of an observable between the energy eigenstates `m` and `k`
of the Hamiltonian `H`. -/
def matrixElement (hH : H.IsHermitian) (A : Matrix ι ι ℂ) (m k : ι) : ℂ :=
  ((hH.eigenvectorUnitary : Matrix ι ι ℂ)ᴴ * A * (hH.eigenvectorUnitary : Matrix ι ι ℂ)) m k

/-- The Boltzmann population of the energy eigenstate `k` at inverse temperature `β`.
The partition function in the denominator is positive, since the state `k` contributes to it. -/
def population (hH : H.IsHermitian) (β : ℝ) (k : ι) : ℝ :=
  Real.exp (-(β * hH.eigenvalues k)) / ∑ j, Real.exp (-(β * hH.eigenvalues j))

/-- The quantum line strength `S(w)`: the sum of `p_k |A_mk|²` over all transitions `k → m`
with `E_m - E_k = w`, in units where `ħ = 1`. -/
def lineStrength (hH : H.IsHermitian) (A : Matrix ι ι ℂ) (β w : ℝ) : ℝ :=
  ∑ m, ∑ k, if hH.eigenvalues m - hH.eigenvalues k = w then
    population hH β k * ‖matrixElement hH A m k‖ ^ 2 else 0

/-- For a Hermitian observable, a transition and its reverse have matrix elements of equal
modulus. -/
theorem norm_matrixElement_comm (hH : H.IsHermitian) (hA : A.IsHermitian) (m k : ι) :
    ‖matrixElement hH A m k‖ = ‖matrixElement hH A k m‖ := by
  have h : ((hH.eigenvectorUnitary : Matrix ι ι ℂ)ᴴ * A *
      (hH.eigenvectorUnitary : Matrix ι ι ℂ))ᴴ =
      (hH.eigenvectorUnitary : Matrix ι ι ℂ)ᴴ * A *
      (hH.eigenvectorUnitary : Matrix ι ι ℂ) := by
    rw [conjTranspose_mul, conjTranspose_mul, conjTranspose_conjTranspose, hA.eq,
      Matrix.mul_assoc]
  have e := congrFun (congrFun h m) k
  rw [conjTranspose_apply] at e
  unfold matrixElement
  rw [← e, norm_star]

/-- The populations of two energy eigenstates differ by the Boltzmann factor of their energy
difference. -/
theorem population_ratio (hH : H.IsHermitian) (β : ℝ) (m k : ι) :
    population hH β m =
      Real.exp (-(β * (hH.eigenvalues m - hH.eigenvalues k))) * population hH β k := by
  unfold population
  rw [← mul_div_assoc, ← Real.exp_add]
  congr 2
  ring

/-- Detailed balance: for a Hermitian observable in thermal equilibrium,
`S(-w) = exp(-βw) S(w)`. -/
theorem detailed_balance (hH : H.IsHermitian) (hA : A.IsHermitian) (β w : ℝ) :
    lineStrength hH A β (-w) = Real.exp (-(β * w)) * lineStrength hH A β w := by
  unfold lineStrength
  -- exchange the roles of initial and final states
  rw [Finset.sum_comm, Finset.mul_sum]
  refine Finset.sum_congr rfl fun k _ => ?_
  rw [Finset.mul_sum]
  refine Finset.sum_congr rfl fun m _ => ?_
  by_cases h : hH.eigenvalues k - hH.eigenvalues m = w
  · have h' : hH.eigenvalues m - hH.eigenvalues k = -w := by linarith
    rw [if_pos h', if_pos h, population_ratio hH β k m, h, norm_matrixElement_comm hH hA m k]
    ring
  · have h' : ¬ hH.eigenvalues m - hH.eigenvalues k = -w := fun e => h (by linarith)
    rw [if_neg h', if_neg h, mul_zero]

/-- At positive temperature and positive frequency, a line of a Hermitian observable that is
present at `w` is strictly weaker at `-w`. -/
theorem lineStrength_neg_lt (hH : H.IsHermitian) (hA : A.IsHermitian) {β w : ℝ}
    (hβ : 0 < β) (hw : 0 < w) (hS : 0 < lineStrength hH A β w) :
    lineStrength hH A β (-w) < lineStrength hH A β w := by
  have he : Real.exp (-(β * w)) < 1 :=
    Real.exp_lt_one (by linarith [mul_pos hβ hw])
  rw [detailed_balance hH hA]
  nlinarith [mul_pos (sub_pos.mpr he) hS]

end

end LineStrengthNegLt
```

The compiler's answer:

```
Main.lean:75:4: error(lean.unknownIdentifier): Unknown constant `Real.exp_lt_one`
```

Diagnosis. The one message says that Lean knows no constant called `Real.exp_lt_one`. The proof calls this name to obtain `he`, the bound exp(−βw) < 1, from a proof that the exponent is negative. The fault is in the name of the lemma; the inequality itself is true under the hypotheses.

The repair uses `Real.exp_lt_one_iff`, which says that the exponential of a real number is less than 1 if and only if that number is negative. Since this is an equivalence, `.mpr` is needed to select the direction from the negative exponent to the bound on the exponential. What remains to be shown is −(βw) < 0, and the argument already in place proves it: `mul_pos hβ hw` gives 0 < βw, and `linarith` does the rest. Nothing else in the file changes.

As a diff, the version that Lean accepts:

```diff
@@ -73,5 +73,5 @@
     lineStrength hH A β (-w) < lineStrength hH A β w := by
   have he : Real.exp (-(β * w)) < 1 :=
-    Real.exp_lt_one (by linarith [mul_pos hβ hw])
+    Real.exp_lt_one_iff.mpr (by linarith [mul_pos hβ hw])
   rw [detailed_balance hH hA]
   nlinarith [mul_pos (sub_pos.mpr he) hS]
```
